# A cubic error bound for the three-moment density of a C³ partial wave

Let finitely many states j have weights n_j and energies ε_j, let φ(E) be the real value at one fixed point of a muffin-tin sphere of the partial wave of energy E, and let primes denote energy derivatives. Moments are taken about a reference energy E0, m_q = Σ_j n_j (ε_j − E0)^q, and φ, φ' and φ'' without an argument are values at E0.

```lean
import Mathlib

open Finset

namespace LMTOMomentDensity

noncomputable section

variable {ι : Type*} [Fintype ι]

/-- The energy moment of order `q` about `E0` of states with weights `n j` at energies `ε j`. -/
def moment (n ε : ι → ℝ) (E0 : ℝ) (q : ℕ) : ℝ := ∑ j, n j * (ε j - E0) ^ q

/-- The density at a point of the sphere, where the partial wave of energy `E` has
the value `φ E`. -/
def density (n ε : ι → ℝ) (φ : ℝ → ℝ) : ℝ := ∑ j, n j * φ (ε j) ^ 2

/-- The density built from three energy moments and from the partial wave and its first two
energy derivatives at `E0`. -/
def momentDensity (n ε : ι → ℝ) (φ : ℝ → ℝ) (E0 : ℝ) : ℝ :=
  moment n ε E0 0 * φ E0 ^ 2 + 2 * moment n ε E0 1 * φ E0 * deriv φ E0
    + moment n ε E0 2 * (deriv φ E0 ^ 2 + φ E0 * deriv (deriv φ) E0)

/-- A differentiable function that vanishes at `0` and whose slope is at most `C t ^ k` in size
on `[0, 1]` is itself at most `C t ^ (k + 1) / (k + 1)` in size there. -/
theorem abs_le_of_slope_le {g g' : ℝ → ℝ} (C : ℝ) (k : ℕ)
    (hg : ∀ t, HasDerivAt g (g' t) t) (h0 : g 0 = 0)
    (hb : ∀ t ∈ Set.Icc (0 : ℝ) 1, |g' t| ≤ C * t ^ k) :
    ∀ t ∈ Set.Icc (0 : ℝ) 1, |g t| ≤ C * t ^ (k + 1) / ((k : ℝ) + 1) := by
  have hB : ∀ x : ℝ,
      HasDerivAt (fun t : ℝ => C * t ^ (k + 1) / ((k : ℝ) + 1)) (C * x ^ k) x := by
    intro x
    have h := ((hasDerivAt_pow (k + 1) x).const_mul C).div_const ((k : ℝ) + 1)
    refine h.congr_deriv ?_
    have hk : (k : ℝ) + 1 ≠ 0 := by positivity
    rw [Nat.add_sub_cancel]
    push_cast
    field_simp
  intro t ht
  have h := image_norm_le_of_norm_deriv_right_le_deriv_boundary (a := 0) (b := 1)
    (f := g) (f' := g') (fun x _ => (hg x).continuousAt.continuousWithinAt)
    (fun x _ => (hg x).hasDerivWithinAt) (by simp [h0]) hB
    (fun x hx => by rw [Real.norm_eq_abs]; exact hb x ⟨hx.1, hx.2.le⟩) ht
  simpa only [Real.norm_eq_abs] using h

/-- A function of class C³ in energy has its first three derivatives at every energy. -/
theorem hasDerivAt_chain {f : ℝ → ℝ} (hf : ContDiff ℝ 3 f) :
    (∀ x, HasDerivAt f (deriv f x) x) ∧
    (∀ x, HasDerivAt (deriv f) (deriv (deriv f) x) x) ∧
    (∀ x, HasDerivAt (deriv (deriv f)) (iteratedDeriv 3 f x) x) := by
  have key : ∀ m : ℕ, m < 3 → ∀ x,
      HasDerivAt (iteratedDeriv m f) (iteratedDeriv (m + 1) f x) x := by
    intro m hm x
    rw [iteratedDeriv_succ]
    exact (hf.differentiable_iteratedDeriv m (by exact_mod_cast hm) x).hasDerivAt
  have e2 : iteratedDeriv 2 f = deriv (deriv f) :=
    (iteratedDeriv_succ (n := 1)).trans (by rw [iteratedDeriv_one])
  refine ⟨fun x => ?_, fun x => ?_, fun x => ?_⟩
  · have h := key 0 (by norm_num) x
    simpa only [zero_add, iteratedDeriv_zero, iteratedDeriv_one] using h
  · have h : HasDerivAt (iteratedDeriv 1 f) (iteratedDeriv 2 f x) x := key 1 (by norm_num) x
    rwa [iteratedDeriv_one, e2] at h
  · have h : HasDerivAt (iteratedDeriv 2 f) (iteratedDeriv 3 f x) x := key 2 (by norm_num) x
    rwa [e2] at h

/-- The quadratic Taylor expansion about `E0` of a C³ function errs at `E` by at most
`M |E - E0|³ / 6`, if `M` bounds the third derivative at all energies no farther from `E0`
than `E`. -/
theorem taylor_two_bound {f : ℝ → ℝ} (hf : ContDiff ℝ 3 f) {E0 E M : ℝ}
    (hM : ∀ x, |x - E0| ≤ |E - E0| → |iteratedDeriv 3 f x| ≤ M) :
    |f E - (f E0 + deriv f E0 * (E - E0) + deriv (deriv f) E0 / 2 * (E - E0) ^ 2)|
      ≤ M * |E - E0| ^ 3 / 6 := by
  obtain ⟨d0, d1, d2⟩ := hasDerivAt_chain hf
  obtain ⟨h, rfl⟩ : ∃ h, E = E0 + h := ⟨E - E0, by ring⟩
  simp only [add_sub_cancel_left] at hM ⊢
  -- follow the straight path from `E0` to `E0 + h`
  have hp : ∀ t : ℝ, HasDerivAt (fun t : ℝ => E0 + t * h) h t := fun t =>
    (((hasDerivAt_id' t).mul_const h).const_add E0).congr_deriv (one_mul h)
  have along : ∀ (g : ℝ → ℝ) (g' t : ℝ), HasDerivAt g g' (E0 + t * h) →
      HasDerivAt (fun s : ℝ => g (E0 + s * h)) (g' * h) t :=
    fun g g' t hg => hg.comp t (hp t)
  have c0 : ∀ t : ℝ, HasDerivAt (fun t : ℝ => f (E0 + t * h))
      (deriv f (E0 + t * h) * h) t := fun t => along f _ t (d0 _)
  have c1 : ∀ t : ℝ, HasDerivAt (fun t : ℝ => deriv f (E0 + t * h))
      (deriv (deriv f) (E0 + t * h) * h) t := fun t => along (deriv f) _ t (d1 _)
  have c2 : ∀ t : ℝ, HasDerivAt (fun t : ℝ => deriv (deriv f) (E0 + t * h))
      (iteratedDeriv 3 f (E0 + t * h) * h) t := fun t => along (deriv (deriv f)) _ t (d2 _)
  have k2 : ∀ t : ℝ, HasDerivAt
      (fun t : ℝ => h ^ 2 * (deriv (deriv f) (E0 + t * h) - deriv (deriv f) E0))
      (h ^ 2 * (iteratedDeriv 3 f (E0 + t * h) * h)) t :=
    fun t => ((c2 t).sub_const _).const_mul _
  have k1 : ∀ t : ℝ, HasDerivAt
      (fun t : ℝ => h * (deriv f (E0 + t * h) - deriv f E0) - t * (h ^ 2 * deriv (deriv f) E0))
      (h ^ 2 * (deriv (deriv f) (E0 + t * h) - deriv (deriv f) E0)) t := fun t =>
    ((((c1 t).sub_const _).const_mul h).fun_sub
      ((hasDerivAt_id' t).mul_const _)).congr_deriv (by ring)
  have k0 : ∀ t : ℝ, HasDerivAt
      (fun t : ℝ => f (E0 + t * h) - f E0 - t * (h * deriv f E0)
        - t * t * (h ^ 2 * deriv (deriv f) E0 / 2))
      (h * (deriv f (E0 + t * h) - deriv f E0) - t * (h ^ 2 * deriv (deriv f) E0)) t := fun t =>
    ((((c0 t).sub_const _).fun_sub ((hasDerivAt_id' t).mul_const _)).fun_sub
      (((hasDerivAt_id' t).fun_mul (hasDerivAt_id' t)).mul_const _)).congr_deriv (by ring)
  -- integrate the bound on the third derivative three times
  have s2 := abs_le_of_slope_le (M * |h| ^ 3) 0 k2 (by simp) (fun t ht => by
    have ht' : |E0 + t * h - E0| ≤ |h| := by
      rw [add_sub_cancel_left, abs_mul, abs_of_nonneg ht.1]
      exact mul_le_of_le_one_left (abs_nonneg h) ht.2

    have hb := hM (E0 + t * h) ht'
    calc |h ^ 2 * (iteratedDeriv 3 f (E0 + t * h) * h)|
        = |iteratedDeriv 3 f (E0 + t * h)| * |h| ^ 3 := by
          rw [abs_mul, abs_mul, abs_pow]; ring
      _ ≤ M * |h| ^ 3 := mul_le_mul_of_nonneg_right hb (by positivity)
      _ = M * |h| ^ 3 * t ^ 0 := by rw [pow_zero, mul_one])
  have s1 := abs_le_of_slope_le (M * |h| ^ 3) 1 k1 (by simp)
    (fun t ht => (s2 t ht).trans_eq (by push_cast; ring))
  have s0 := abs_le_of_slope_le (M * |h| ^ 3 / 2) 2 k0 (by simp)
    (fun t ht => (s1 t ht).trans_eq (by push_cast; ring)) 1 ⟨zero_le_one, le_rfl⟩
  simp only [one_mul] at s0
  calc _ = |f (E0 + h) - f E0 - h * deriv f E0 - h ^ 2 * deriv (deriv f) E0 / 2| := by
        congr 1; ring
    _ ≤ _ := s0
    _ = _ := by push_cast; ring

/-- The first two energy derivatives of `φ²` for a partial wave of class C³ are `2 φ φ'` and
`2 (φ'² + φ φ'')`. -/
theorem deriv_sq {φ : ℝ → ℝ} (hφ : ContDiff ℝ 3 φ) (E : ℝ) :
    deriv (fun x => φ x ^ 2) E = 2 * (φ E * deriv φ E) ∧
    deriv (deriv fun x => φ x ^ 2) E = 2 * (deriv φ E ^ 2 + φ E * deriv (deriv φ) E) := by
  obtain ⟨d0, d1, -⟩ := hasDerivAt_chain hφ
  have h1 : (deriv fun x => φ x ^ 2) = fun x => 2 * (φ x * deriv φ x) := by
    funext x
    have h := (d0 x).fun_mul (d0 x)
    simp only [← pow_two] at h
    exact h.deriv.trans (by ring)
  refine ⟨congrFun h1 E, ?_⟩
  rw [h1]
  exact (((d0 E).fun_mul (d1 E)).const_mul 2).deriv.trans (by ring)

/-- For nonnegative weights at energies within `δ` of `E0`, and `M` a bound there on the third
derivative of `φ²`, with `φ` of class C³, the error of the moment density is at most `M / 6`
times the third absolute moment. -/
theorem density_error_le_third_moment {n ε : ι → ℝ} {φ : ℝ → ℝ} {E0 δ M : ℝ}
    (hn : ∀ j, 0 ≤ n j) (hε : ∀ j, |ε j - E0| ≤ δ) (hφ : ContDiff ℝ 3 φ)
    (hM : ∀ E, |E - E0| ≤ δ → |iteratedDeriv 3 (fun x => φ x ^ 2) E| ≤ M) :
    |density n ε φ - momentDensity n ε φ E0| ≤ ∑ j, n j * (M * |ε j - E0| ^ 3 / 6) := by
  -- the error is the weighted sum of the Taylor remainders of `φ²`
  have hsum : density n ε φ - momentDensity n ε φ E0 =
      ∑ j, n j * (φ (ε j) ^ 2 - (φ E0 ^ 2 + 2 * (φ E0 * deriv φ E0) * (ε j - E0)
        + 2 * (deriv φ E0 ^ 2 + φ E0 * deriv (deriv φ) E0) / 2 * (ε j - E0) ^ 2)) := by
    simp only [density, momentDensity, moment, Finset.sum_mul, Finset.mul_sum,
      ← Finset.sum_add_distrib, ← Finset.sum_sub_distrib]
    exact Finset.sum_congr rfl fun j _ => by ring
  rw [hsum]
  refine (Finset.abs_sum_le_sum_abs _ _).trans (Finset.sum_le_sum fun j _ => ?_)
  rw [abs_mul, abs_of_nonneg (hn j)]
  refine mul_le_mul_of_nonneg_left ?_ (hn j)
  have h := taylor_two_bound (hφ.pow 2) (E0 := E0) (E := ε j) (M := M)
    (fun x hx => hM x (hx.trans (hε j)))
  rwa [(deriv_sq hφ E0).1, (deriv_sq hφ E0).2] at h

/-- For nonnegative weights at energies within `δ` of `E0`, and `M` a bound there on the third
derivative of `φ²`, with `φ` of class C³, the density differs from the moment density by at most
`M m₀ δ³ / 6`. -/
theorem density_error_le {n ε : ι → ℝ} {φ : ℝ → ℝ} {E0 δ M : ℝ}
    (hn : ∀ j, 0 ≤ n j) (hε : ∀ j, |ε j - E0| ≤ δ) (hφ : ContDiff ℝ 3 φ)
    (hM : ∀ E, |E - E0| ≤ δ → |iteratedDeriv 3 (fun x => φ x ^ 2) E| ≤ M) :
    |density n ε φ - momentDensity n ε φ E0| ≤ M * moment n ε E0 0 * δ ^ 3 / 6 := by
  refine (density_error_le_third_moment hn hε hφ hM).trans ?_
  have hm : M * moment n ε E0 0 * δ ^ 3 / 6 = ∑ j, n j * (M * δ ^ 3 / 6) := by
    rw [← Finset.sum_mul]
    simp only [moment, pow_zero, mul_one]
    ring
  rw [hm]
  refine Finset.sum_le_sum fun j _ => mul_le_mul_of_nonneg_left ?_ (hn j)
  have hM0 : 0 ≤ M := (abs_nonneg _).trans (hM (ε j) (hε j))
  have h3 : |ε j - E0| ^ 3 ≤ δ ^ 3 := pow_le_pow_left₀ (abs_nonneg _) (hε j) 3
  have h4 := mul_le_mul_of_nonneg_left h3 hM0
  linarith

/-- For nonnegative weights at energies within `δ` of their centre of gravity `E0`, `φ` of class C³,
and `M` a bound on the size of the third derivative of `φ²` within `δ` of `E0`, the density differs
from the moment density without its term in `φ φ'` by at most `M m₀ δ³ / 6`. -/
theorem density_error_le_of_centre {n ε : ι → ℝ} {φ : ℝ → ℝ} {E0 δ M : ℝ}
    (hn : ∀ j, 0 ≤ n j) (hε : ∀ j, |ε j - E0| ≤ δ) (hφ : ContDiff ℝ 3 φ)
    (hM : ∀ E, |E - E0| ≤ δ → |iteratedDeriv 3 (fun x => φ x ^ 2) E| ≤ M)
    (hc : (∑ j, n j) * E0 = ∑ j, n j * ε j) :
    |density n ε φ - (moment n ε E0 0 * φ E0 ^ 2
      + moment n ε E0 2 * (deriv φ E0 ^ 2 + φ E0 * deriv (deriv φ) E0))|
      ≤ M * moment n ε E0 0 * δ ^ 3 / 6 := by
  have h1 : moment n ε E0 1 = 0 := by
    simp only [moment, pow_one, mul_sub, Finset.sum_sub_distrib, ← Finset.sum_mul]
    linarith
  have h := density_error_le hn hε hφ hM
  simpa only [momentDensity, h1, mul_zero, zero_mul, add_zero] using h

/-- For partial waves `φ E` in a real inner product space, normalised at every energy and with
energy derivatives `φ'` and `φ''`, the moment expansion of the charge in the sphere equals the
zeroth moment. -/
theorem charge_eq_moment_zero {H : Type*} [NormedAddCommGroup H] [InnerProductSpace ℝ H]
    (n ε : ι → ℝ) (E0 : ℝ) {φ φ' : ℝ → H} {φ'' : H}
    (h1 : ∀ E, HasDerivAt φ (φ' E) E) (h2 : HasDerivAt φ' φ'' E0)
    (hnorm : ∀ E, inner ℝ (φ E) (φ E) = 1) :
    moment n ε E0 0 * inner ℝ (φ E0) (φ E0) + 2 * moment n ε E0 1 * inner ℝ (φ E0) (φ' E0)
      + moment n ε E0 2 * (inner ℝ (φ' E0) (φ' E0) + inner ℝ (φ E0) φ'')
      = moment n ε E0 0 := by
  -- differentiate the normalisation once, at every energy
  have o1 : ∀ E, inner ℝ (φ E) (φ' E) = 0 := by
    intro E
    have k := (h1 E).inner ℝ (h1 E)
    rw [funext hnorm] at k
    have e := k.unique (hasDerivAt_const E (1 : ℝ))
    rw [real_inner_comm (φ E) (φ' E)] at e
    linarith [real_inner_comm (φ E) (φ' E)]
  -- and a second time, at `E0`
  have o2 : inner ℝ (φ E0) φ'' + inner ℝ (φ' E0) (φ' E0) = 0 := by
    have k := (h1 E0).inner ℝ h2
    rw [funext o1] at k
    exact k.unique (hasDerivAt_const E0 (0 : ℝ))
  rw [hnorm, o1]
  linear_combination moment n ε E0 2 * o2

end

end LMTOMomentDensity
```

```lean
#print axioms LMTOMomentDensity.density_error_le_third_moment
#print axioms LMTOMomentDensity.density_error_le_of_centre
#print axioms LMTOMomentDensity.charge_eq_moment_zero
```

```
'LMTOMomentDensity.density_error_le_third_moment' depends on axioms: [propext, Classical.choice, Quot.sound]
'LMTOMomentDensity.density_error_le_of_centre' depends on axioms: [propext, Classical.choice, Quot.sound]
'LMTOMomentDensity.charge_eq_moment_zero' depends on axioms: [propext, Classical.choice, Quot.sound]
```

Two densities are compared. `density` evaluates the partial wave at the energy of each state, while `momentDensity` uses only three moments and three numbers for the wave:

ρ = Σ_j n_j φ(ε_j)²

ρ_mom = m₀ φ² + 2 m₁ φφ' + m₂ (φ'² + φφ'')

The main theorem, `density_error_le`, says that if all n_j ≥ 0, all |ε_j − E0| ≤ δ, φ is of class C³, and the third derivative of φ² is at most M in size wherever |E − E0| ≤ δ, then

|ρ − ρ_mom| ≤ M m₀ δ³/6.

In Lean, the states are labelled by a finite type `ι`. A label may stand for a band and a k-point together. If the partial waves are normalised in the sphere, `n j` then contains the occupation, the k-point weight and the share of the state's charge that lies in this sphere with the chosen angular momentum. The derivatives in `momentDensity` are the actual derivatives `deriv φ E0` and `deriv (deriv φ) E0`, not independent parameters. `ContDiff ℝ 3 φ` asks for smoothness at all real energies, but the bound `hM` concerns only the window. The number M limits how far φ² can depart from its second-order Taylor parabola in energy across that window. Some finite M always exists for a C³ wave, but its value depends on the potential and on the chosen point, and the theorem takes it as given.

In linear muffin-tin orbital calculations, an expansion of this kind lets the density in a sphere be rebuilt from a few energy moments; the bound controls the truncation for one real partial-wave channel at one point, with finitely many states. It does not cover errors in the energies or weights themselves, or the angular factors and the sum over channels.

The derivation begins with Taylor's formula for f = φ². Put h = E − E0 and follow the segment E0 + th for 0 ≤ t ≤ 1. Define

A(t) = h² [f''(E0 + th) − f''(E0)]

B(t) = h [f'(E0 + th) − f'(E0)] − t h² f''(E0)

R(t) = f(E0 + th) − f(E0) − t h f'(E0) − t² h² f''(E0)/2.

All three vanish at t = 0. With primes on A, B and R denoting derivatives in t, R' = B, B' = A and A' = h³ f'''(E0 + th). Since |A'| ≤ M|h|³, integrating three times gives

|A(t)| ≤ M|h|³ t, |B(t)| ≤ M|h|³ t²/2, |R(t)| ≤ M|h|³ t³/6.

At t = 1 this is the quadratic Taylor bound, `taylor_two_bound`. Because h may have either sign, energies below and above E0 are treated together. Each integration is one use of `abs_le_of_slope_le`, which turns a slope bound C t^k into the bound C t^(k+1)/(k+1) by a mean value inequality, so no integral appears in the code. The facts `k2`, `k1` and `k0` are the derivatives of A, B and R, and `s2`, `s1` and `s0` are their bounds. `hasDerivAt_chain` supplies the three successive derivatives of f.

The product rule, in `deriv_sq`, gives

f' = 2φφ', f'' = 2(φ'² + φφ'').

Multiply the Taylor formula at ε_j by n_j and sum. The constant terms give m₀φ², the linear terms 2m₁φφ', and the quadratic terms m₂(φ'² + φφ''). What remains is

ρ − ρ_mom = Σ_j n_j R_j,

where R_j is the remainder R(1) for E = ε_j. This is the step `hsum`. The triangle inequality and n_j ≥ 0 then yield

|ρ − ρ_mom| ≤ (M/6) Σ_j n_j |ε_j − E0|³,

which is `density_error_le_third_moment`. It is never weaker than the main bound, and for M > 0 it is much smaller when nearly all the weight lies at distances from E0 much less than δ. Replacing each |ε_j − E0|³ by δ³ gives the main theorem.

If E0 is the centre of gravity of the weighted energies, then m₁ = Σ_j n_j ε_j − E0 Σ_j n_j = 0. The φφ' term vanishes and the same error bound holds for the two remaining terms, as `density_error_le_of_centre` states.

The last theorem, `charge_eq_moment_zero`, concerns the whole sphere. Here φ(E) is a vector in a real inner product space, whose inner product stands for the integral over the sphere, and ⟨φ(E), φ(E)⟩ = 1 at every energy. Differentiating once gives ⟨φ, φ'⟩ = 0 at every energy; differentiating that at E0 gives ⟨φ', φ'⟩ + ⟨φ, φ''⟩ = 0. These are `o1` and `o2` in the code. The terms with m₁ and m₂ therefore carry no net charge, and the expansion integrates to m₀, which is also the charge Σ_j n_j ⟨φ(ε_j), φ(ε_j)⟩ before truncation. Neither the sign of the weights nor the width of the energy window matters here.

The sign does matter for the error bound, as an algebraic example shows; its φ is not the wave of a particular potential, and its negative weight is not a physical occupation. Take E0 = 0, φ(E) = E + E², and weights 1 and −1 at energies δ and −δ, with δ > 0. Then m₀ = 0, so the claimed bound would be zero. Since φ(0) = 0 and m₂ = 0, the moment density is zero as well, yet

ρ = (δ + δ²)² − (−δ + δ²)² = 4δ³.

The same function φ with a single state of weight 1 at energy δ shows the limit of a narrow window. The moment density is δ², so the error is 2δ³ + δ⁴. The third derivative of φ² is 12 + 24E, hence M = 12 + 24δ and the bound is 2δ³ + 4δ⁴. The ratio of error to bound tends to 1 as δ → 0, so the factor 1/6 cannot be lowered in general. At δ = 0 every state sits at E0 and both densities equal m₀φ².
